# Two coarse-grid energies that bracket the three-point kinetic energy of a plane wave with phase advance between 0 and π/2

Take a ring of six points with spacing \(h\), the wave \(e^{i\pi j/3}\), and minus the three-point second difference as the kinetic operator. The two neighbours of any site add up to the value at that site, so the eigenvalue is \((2-1)/h^2 = 1/h^2\).

Now keep only every second point. The wave becomes \(e^{2\pi i J/3}\) on three points with spacing \(2h\). Its neighbours add up to minus the value at the site, and the same stencil gives \((2+1)/(4h^2) = \tfrac34/h^2\), which is below the fine-grid value.

Interpolate this coarse wave linearly back to six points. Even sites keep modulus 1, while odd sites drop to modulus \(\tfrac12\). The second difference vanishes at the odd sites, the midpoints of straight segments, and minus it gives \(\tfrac32/h^2\) times the wave at the even ones. The energy expectation value is \(\tfrac32/(1+\tfrac14)/h^2 = \tfrac65/h^2\), which is above the fine-grid value.

The same ordering holds for mode \(m\) on a ring of \(2M\) points whenever \(0<2m<M\); the six-point ring is the smallest instance.

In Lean 4 with Mathlib:

```lean
import Mathlib

open Finset ComplexConjugate

namespace MultigridKineticBracket

noncomputable section
```

## Waves, operator and energy on the ring

A ring function is represented by a sequence on all integers, `ℤ → ℂ`. The plane wave with phase advance \(t\) per site is \(\psi_t(j)=e^{itj}\).

```lean
/-- The plane wave `exp(i t j)` on the sites `j` of a chain, with phase advance `t` per site. -/
def wave (t : ℝ) (j : ℤ) : ℂ := Complex.exp (t * j * Complex.I)
```

The kinetic operator is

\[ (T_h\psi)(j)=\frac{2\psi(j)-\psi(j+1)-\psi(j-1)}{h^2}. \]

The factor \(\hbar^2/2m_e\), with \(m_e\) the electron mass, is left out; being positive, it would not change any ordering.

```lean
/-- Minus the three-point Laplacian with grid spacing `h`, for `h` nonzero. -/
def kinetic (h : ℝ) (ψ : ℤ → ℂ) (j : ℤ) : ℂ :=
  (2 * ψ j - ψ (j + 1) - ψ (j - 1)) / (h : ℂ) ^ 2
```

Linear interpolation \(P\) sends a coarse function \(c\) to

\[ (Pc)(2J)=c(J),\qquad (Pc)(2J+1)=\tfrac12\big(c(J)+c(J+1)\big). \]

Integer division that rounds down puts both cases into one formula.

```lean
/-- Linear interpolation to the fine grid: an even site copies its coarse value, an odd site
takes the mean of its two coarse neighbours (integer division rounds down). -/
def interpolate (c : ℤ → ℂ) (j : ℤ) : ℂ := (c (j / 2) + c ((j + 1) / 2)) / 2
```

The energy of a function that need not be normalised is its Rayleigh quotient over the \(N\) sites of a ring,

\[ R_{N,h}(\psi)=\frac{\sum_{j=0}^{N-1}\mathrm{Re}\,\overline{\psi(j)}\,(T_h\psi)(j)}{\sum_{j=0}^{N-1}|\psi(j)|^2}. \]

For the waves used here every term of the numerator is already real.

```lean
/-- The Rayleigh quotient (real part) of the kinetic operator over the sites `0, …, N - 1`, for `h`
nonzero and `ψ` not identically zero on these sites. If `ψ` has period `N`, this is the quotient on
a ring of `N` sites. -/
def rayleigh (N : ℕ) (h : ℝ) (ψ : ℤ → ℂ) : ℝ :=
  (∑ j ∈ range N, (conj (ψ (j : ℤ)) * kinetic h ψ (j : ℤ)).re) /
    ∑ j ∈ range N, Complex.normSq (ψ (j : ℤ))
```

Mode \(m\) on the fine ring of \(2M\) sites has \(t=\pi m/M\).

```lean
/-- The phase advance `π m / M` per fine site of mode `m` on a ring of `2M` sites, `M > 0`. -/
def phase (M m : ℕ) : ℝ := Real.pi * m / M
```

## The neighbour sum and periodicity

The energy formulas below rest on one identity:

\[ \psi_t(j+1)+\psi_t(j-1)=(e^{it}+e^{-it})\,\psi_t(j)=2\cos t\;\psi_t(j). \]

In the proof, `h1` and `h2` factor out the two phases, and `h3` is Euler's formula for the cosine.

```lean
/-- The two neighbours of a site in a plane wave add up to `2 cos t` times the value there. -/
theorem wave_neighbours (t : ℝ) (j : ℤ) :
    wave t (j + 1) + wave t (j - 1) = 2 * (Real.cos t : ℂ) * wave t j := by
  have h1 : wave t (j + 1) = wave t j * Complex.exp (t * Complex.I) := by
    simp only [wave]
    rw [← Complex.exp_add]
    congr 1
    push_cast
    ring
  have h2 : wave t (j - 1) = wave t j * Complex.exp (-t * Complex.I) := by
    simp only [wave]
    rw [← Complex.exp_add]
    congr 1
    push_cast
    ring
  have h3 := Complex.two_cos (t : ℂ)
  rw [Complex.ofReal_cos]
  linear_combination h1 + h2 - wave t j * h3
```

The sequences must close on the ring. Since \(2M\,t=2\pi m\), one trip around multiplies the fine wave by \(e^{2\pi i m}=1\). The coarse wave is \(\psi_{2t}(J)=\psi_t(2J)\), so it has period \(M\). Shifting \(j\) by \(2M\) shifts both coarse indices in the interpolation by \(M\), so \(P\psi_{2t}\) has period \(2M\).

```lean
/-- For mode `m` on a ring of `2M` sites, the fine wave and the interpolated coarse wave have
period `2M`, and the coarse wave has period `M`. -/
theorem ring_periodic {M : ℕ} (hM : 0 < M) (m : ℕ) :
    Function.Periodic (wave (phase M m)) (2 * (M : ℤ)) ∧
    Function.Periodic (wave (2 * phase M m)) (M : ℤ) ∧
    Function.Periodic (interpolate (wave (2 * phase M m))) (2 * (M : ℤ)) := by
  have hM' : (M : ℂ) ≠ 0 := by exact_mod_cast hM.ne'
  have hp : (phase M m : ℂ) * M = Real.pi * m := by
    rw [phase]
    push_cast
    field_simp
  -- one trip around the ring multiplies the wave by exp(2πi m) = 1
  have hf : ∀ j : ℤ, wave (phase M m) (j + 2 * (M : ℤ)) = wave (phase M m) j := by
    intro j
    have e : (phase M m : ℂ) * ((j + 2 * (M : ℤ) : ℤ) : ℂ) * Complex.I =
        phase M m * j * Complex.I + m * (2 * Real.pi * Complex.I) := by
      push_cast
      linear_combination 2 * Complex.I * hp
    simp only [wave]
    rw [e, Complex.exp_add, Complex.exp_nat_mul_two_pi_mul_I, mul_one]
  have hd : ∀ j : ℤ, wave (2 * phase M m) j = wave (phase M m) (2 * j) := by
    intro j
    simp only [wave]
    congr 1
    push_cast
    ring
  have hc : ∀ j : ℤ, wave (2 * phase M m) (j + M) = wave (2 * phase M m) j := by
    intro j
    rw [hd, hd, mul_add, hf]
  refine ⟨hf, hc, fun j => ?_⟩
  have a1 : (j + 2 * (M : ℤ)) / 2 = j / 2 + M := by omega
  have a2 : (j + 2 * (M : ℤ) + 1) / 2 = (j + 1) / 2 + M := by omega
  simp only [interpolate]
  rw [a1, a2, hc, hc]
```

The later formulas for a general real \(t\) sum over a stretch of the infinite chain. They describe a ring when \(t\) is one of these mode phases.

## Fine and rediscretised energies

The neighbour sum and \(1-\cos t=2\sin^2(t/2)\) give

\[ T_h\psi_t=\frac{2-2\cos t}{h^2}\,\psi_t=\frac{4\sin^2(t/2)}{h^2}\,\psi_t. \]

The proof rewrites the squared sine by the half-angle formula and then uses `wave_neighbours`.

```lean
/-- A plane wave is an eigenfunction of the kinetic operator with eigenvalue
`4 sin²(t/2) / h²`, for `h` nonzero. -/
theorem kinetic_wave (h t : ℝ) (j : ℤ) :
    kinetic h (wave t) j = ((4 * Real.sin (t / 2) ^ 2 / h ^ 2 : ℝ) : ℂ) * wave t j := by
  have hc := Real.sin_sq_eq_half_sub (t / 2)
  rw [show 2 * (t / 2) = t by ring] at hc
  rw [hc]
  simp only [kinetic, Complex.ofReal_div, Complex.ofReal_mul, Complex.ofReal_sub,
    Complex.ofReal_pow, Complex.ofReal_one, Complex.ofReal_ofNat]
  linear_combination (-1 / (h : ℂ) ^ 2) * wave_neighbours t j
```

Because \(|\psi_t(j)|=1\), numerator and denominator are \(N\) times a constant, and the quotient is the eigenvalue. Rediscretising means applying the same stencil with spacing \(2h\) to the wave with phase \(2t\), so the same theorem gives the coarse energy

\[ \frac{4\sin^2 t}{(2h)^2}=\frac{\sin^2 t}{h^2}. \]

```lean
/-- Over the sites `0, …, N - 1` of the chain, with `N > 0` and nonzero spacing `h`, the Rayleigh
quotient of a plane wave is `4 sin²(t/2) / h²`. -/
theorem rayleigh_wave {N : ℕ} (hN : 0 < N) (h t : ℝ) :
    rayleigh N h (wave t) = 4 * Real.sin (t / 2) ^ 2 / h ^ 2 := by
  have hN' : (N : ℝ) ≠ 0 := by exact_mod_cast hN.ne'
  have hn : ∀ j : ℤ, Complex.normSq (wave t j) = 1 := by
    intro j
    have e : wave t j = Complex.exp (((t * (j : ℝ) : ℝ) : ℂ) * Complex.I) := by simp [wave]
    rw [e, Complex.normSq_eq_norm_sq, Complex.norm_exp_ofReal_mul_I, one_pow]
  have hs : ∀ j : ℤ, (conj (wave t j) * kinetic h (wave t) j).re =
      4 * Real.sin (t / 2) ^ 2 / h ^ 2 := by
    intro j
    rw [kinetic_wave, mul_left_comm, ← Complex.normSq_eq_conj_mul_self, hn,
      Complex.ofReal_one, mul_one, Complex.ofReal_re]
  simp only [rayleigh, hs, hn, sum_const, card_range, nsmul_eq_mul]
  rw [mul_one, mul_div_cancel_left₀ _ hN']
```

## The interpolated wave and its energy

At even sites \(P\psi_{2t}\) copies the fine wave. At odd sites the neighbour sum gives

\[ \tfrac12\big(\psi_t(2J)+\psi_t(2J+2)\big)=\cos t\;\psi_t(2J+1). \]

```lean
/-- The interpolated coarse wave equals the fine wave at even sites and is `cos t` times the
fine wave at odd sites. -/
theorem interpolate_wave (t : ℝ) (J : ℤ) :
    interpolate (wave (2 * t)) (2 * J) = wave t (2 * J) ∧
    interpolate (wave (2 * t)) (2 * J + 1) = (Real.cos t : ℂ) * wave t (2 * J + 1) := by
  have hd : ∀ j : ℤ, wave (2 * t) j = wave t (2 * j) := by
    intro j
    simp only [wave]
    congr 1
    push_cast
    ring
  have a1 : (2 * J) / 2 = J := by omega
  have a2 : (2 * J + 1) / 2 = J := by omega
  have a3 : (2 * J + 1 + 1) / 2 = J + 1 := by omega
  constructor
  · simp only [interpolate]
    rw [a1, a2, hd]
    ring
  · have hn := wave_neighbours t (2 * J + 1)
    rw [show 2 * J + 1 - 1 = 2 * J by ring] at hn
    simp only [interpolate]
    rw [a2, a3, hd, hd, show 2 * (J + 1) = 2 * J + 1 + 1 by ring]
    linear_combination hn / 2
```

Apply \(T_h\). At an even site both neighbours carry the factor \(\cos t\):

\[ \frac{2\psi_t(2J)-\cos t\cdot 2\cos t\,\psi_t(2J)}{h^2}=\frac{2\sin^2 t}{h^2}\,\psi_t(2J). \]

At an odd site the numerator is \(2\cos t\,\psi_t(2J+1)-\psi_t(2J+2)-\psi_t(2J)=0\). The two halves of the proof insert the site values from `interpolate_wave` and finish with the neighbour sum.

```lean
/-- For `h` nonzero, the kinetic operator takes the interpolated coarse wave to
`2 sin² t / h²` times the fine wave at even sites, and to zero at odd sites. -/
theorem kinetic_interpolate (h t : ℝ) (J : ℤ) :
    kinetic h (interpolate (wave (2 * t))) (2 * J) =
      ((2 * Real.sin t ^ 2 / h ^ 2 : ℝ) : ℂ) * wave t (2 * J) ∧
    kinetic h (interpolate (wave (2 * t))) (2 * J + 1) = 0 := by
  obtain ⟨e1, e2⟩ := interpolate_wave t J
  constructor
  · have e3 := (interpolate_wave t (J - 1)).2
    rw [show 2 * (J - 1) + 1 = 2 * J - 1 by ring] at e3
    rw [Real.sin_sq]
    simp only [kinetic, e1, e2, e3, Complex.ofReal_div, Complex.ofReal_mul,
      Complex.ofReal_sub, Complex.ofReal_pow, Complex.ofReal_one, Complex.ofReal_ofNat]
    linear_combination (-(Real.cos t : ℂ) / (h : ℂ) ^ 2) * wave_neighbours t (2 * J)
  · have e3 := (interpolate_wave t (J + 1)).1
    rw [show 2 * (J + 1) = 2 * J + 1 + 1 by ring] at e3
    have hn := wave_neighbours t (2 * J + 1)
    have a : 2 * J + 1 - 1 = 2 * J := by ring
    rw [a] at hn
    simp only [kinetic]
    rw [a, e1, e2, e3]
    linear_combination (-1 / (h : ℂ) ^ 2) * hn
```

The ring has \(M\) even and \(M\) odd sites, so

\[ R_{2M,h}(P\psi_{2t})=\frac{M\cdot 2\sin^2t/h^2}{M(1+\cos^2t)}=\frac{2\sin^2 t}{(1+\cos^2 t)\,h^2}. \]

This is the rediscretised value \(\sin^2t/h^2\) divided by \((1+\cos^2t)/2\), the mean square modulus of the interpolated wave. The upper value thus depends on dividing by the squared norm of the interpolated wave itself. In the proof, `split` carries out the even–odd summation by induction; `hnum` and `hden` apply it to numerator and denominator.

```lean
/-- Over the sites `0, …, 2M - 1` of the chain, with `M > 0` and nonzero spacing `h`, the
interpolated coarse wave has Rayleigh quotient `2 sin² t / ((1 + cos² t) h²)`. -/
theorem rayleigh_interpolate {M : ℕ} (hM : 0 < M) (h t : ℝ) :
    rayleigh (2 * M) h (interpolate (wave (2 * t))) =
      2 * Real.sin t ^ 2 / (1 + Real.cos t ^ 2) / h ^ 2 := by
  have hM' : (M : ℝ) ≠ 0 := by exact_mod_cast hM.ne'
  -- a sum over the ring splits into M even and M odd sites
  have split : ∀ (f : ℤ → ℝ) (a b : ℝ), (∀ J : ℤ, f (2 * J) = a) →
      (∀ J : ℤ, f (2 * J + 1) = b) → ∀ K : ℕ,
      ∑ j ∈ range (2 * K), f (j : ℤ) = K * (a + b) := by
    intro f a b ha hb K
    induction K with
    | zero => simp
    | succ K ih =>
      rw [show 2 * (K + 1) = 2 * K + 1 + 1 by ring, sum_range_succ, sum_range_succ, ih]
      push_cast
      rw [ha, hb]
      ring
  have hn : ∀ j : ℤ, Complex.normSq (wave t j) = 1 := by
    intro j
    have e : wave t j = Complex.exp (((t * (j : ℝ) : ℝ) : ℂ) * Complex.I) := by simp [wave]
    rw [e, Complex.normSq_eq_norm_sq, Complex.norm_exp_ofReal_mul_I, one_pow]
  have hnum := split
    (fun j => (conj (interpolate (wave (2 * t)) j) *
      kinetic h (interpolate (wave (2 * t))) j).re) (2 * Real.sin t ^ 2 / h ^ 2) 0
    (fun J => by
      rw [(interpolate_wave t J).1, (kinetic_interpolate h t J).1, mul_left_comm,
        ← Complex.normSq_eq_conj_mul_self, hn, Complex.ofReal_one, mul_one,
        Complex.ofReal_re])
    (fun J => by
      rw [(kinetic_interpolate h t J).2, mul_zero, Complex.zero_re]) M
  have hden := split (fun j => Complex.normSq (interpolate (wave (2 * t)) j))
    1 (Real.cos t ^ 2)
    (fun J => by
      rw [(interpolate_wave t J).1, hn])
    (fun J => by
      rw [(interpolate_wave t J).2, Complex.normSq_mul, hn, Complex.normSq_ofReal]
      ring) M
  beta_reduce at hnum hden
  rw [rayleigh, hnum, hden, add_zero, mul_div_mul_left _ _ hM']
  exact div_right_comm _ _ _
```

## Exact relative errors

Write \(E=2(1-\cos t)/h^2\) for the fine energy. With \(\sin^2t=(1-\cos t)(1+\cos t)\),

\[ R_{2M,h}(P\psi_{2t})-E=E\left(\frac{1+\cos t}{1+\cos^2t}-1\right)=E\,\frac{\cos t\,(1-\cos t)}{1+\cos^2t}. \]

With \(\sin^2 t=4\sin^2(t/2)\cos^2(t/2)\),

\[ \frac{\sin^2t}{h^2}-E=E\big(\cos^2(t/2)-1\big)=-E\,\sin^2(t/2). \]

The proof expresses every energy through \(\cos t\), after which both identities are algebra.

```lean
/-- For `M > 0` and `h` nonzero, the Rayleigh quotient of the interpolated wave minus the fine one
is the fine one times `cos t (1 - cos t) / (1 + cos² t)`; for the rediscretised coarse wave the
factor is `-sin²(t/2)`. -/
theorem bracket_gaps {M : ℕ} (hM : 0 < M) (h t : ℝ) :
    rayleigh (2 * M) h (interpolate (wave (2 * t))) - rayleigh (2 * M) h (wave t) =
      rayleigh (2 * M) h (wave t) *
        (Real.cos t * (1 - Real.cos t) / (1 + Real.cos t ^ 2)) ∧
    rayleigh M (2 * h) (wave (2 * t)) - rayleigh (2 * M) h (wave t) =
      rayleigh (2 * M) h (wave t) * (-Real.sin (t / 2) ^ 2) := by
  have h2M : 0 < 2 * M := by omega
  have hc := Real.sin_sq_eq_half_sub (t / 2)
  rw [show 2 * (t / 2) = t by ring] at hc
  have hd : 1 + Real.cos t ^ 2 ≠ 0 := by positivity
  have hi := mul_inv_cancel₀ hd
  constructor
  · rw [rayleigh_interpolate hM, rayleigh_wave h2M h t, hc, Real.sin_sq t]
    linear_combination (2 * (1 - Real.cos t) / h ^ 2) * hi
  · rw [rayleigh_wave h2M h t, rayleigh_wave hM (2 * h) (2 * t),
      show 2 * t / 2 = t by ring, hc, Real.sin_sq t]
    ring
```

## Where the upper bound stops

For \(0<t<\pi\) and \(h\neq0\), the factors \(E\), \(1-\cos t\) and \(1+\cos^2t\) are positive, so the first gap has the sign of \(\cos t\). The interpolated energy is therefore above the fine one exactly when \(t<\pi/2\). At \(t=\pi/2\) the two coincide. The proof collects the positive factors in `hK` and reads off the sign of the cosine in each direction.

```lean
/-- For `0 < t < π`, `M > 0` and nonzero spacing, the Rayleigh quotient of the interpolated wave
lies above the fine eigenvalue exactly when `t < π/2`. -/
theorem interpolate_above_iff {M : ℕ} (hM : 0 < M) {h t : ℝ} (hh : h ≠ 0)
    (h0 : 0 < t) (h1 : t < Real.pi) :
    rayleigh (2 * M) h (wave t) < rayleigh (2 * M) h (interpolate (wave (2 * t))) ↔
      t < Real.pi / 2 := by
  have hs : 0 < Real.sin (t / 2) :=
    Real.sin_pos_of_pos_of_lt_pi (by linarith) (by linarith)
  have hc := Real.sin_sq_eq_half_sub (t / 2)
  rw [show 2 * (t / 2) = t by ring] at hc
  have hs2 : 0 < Real.sin (t / 2) ^ 2 := pow_pos hs 2
  have hc1 : 0 < 1 - Real.cos t := by linarith
  have hR : 0 < rayleigh (2 * M) h (wave t) := by
    rw [rayleigh_wave (by omega)]
    positivity
  have hK : 0 < rayleigh (2 * M) h (wave t) *
      ((1 - Real.cos t) / (1 + Real.cos t ^ 2)) :=
    mul_pos hR (div_pos hc1 (by positivity))
  have hg : rayleigh (2 * M) h (interpolate (wave (2 * t))) - rayleigh (2 * M) h (wave t) =
      rayleigh (2 * M) h (wave t) * ((1 - Real.cos t) / (1 + Real.cos t ^ 2)) *
        Real.cos t := by
    rw [(bracket_gaps hM h t).1]
    ring
  -- the sign of the gap is the sign of cos t
  constructor
  · intro hlt
    by_contra hge
    have hneg : Real.cos t ≤ 0 :=
      Real.cos_nonpos_of_pi_div_two_le_of_le (not_lt.mp hge) (by linarith)
    have := mul_nonpos_of_nonneg_of_nonpos hK.le hneg
    linarith
  · intro hlt
    have hpos : 0 < Real.cos t := Real.cos_pos_of_mem_Ioo ⟨by linarith, hlt⟩
    have := mul_pos hK hpos
    linarith
```

## The bracket for ring modes

The final theorem takes natural numbers with \(0<m\) and \(2m<M\), which place \(t=\pi m/M\) strictly between \(0\) and \(\pi/2\), and a nonzero real spacing \(h\). It states

\[ R_{M,2h}(\psi_{2t})<R_{2M,h}(\psi_t)<R_{2M,h}(P\psi_{2t}). \]

The condition \(0<m\) excludes the constant wave, for which all three energies are zero. The left inequality follows from the second gap and \(\sin(t/2)>0\), the right one from `interpolate_above_iff`.

For multigrid in real-space electronic structure, this shows for a free particle on a one-dimensional periodic grid that, for modes with \(0<2m<M\), these two ways of assigning an energy to the coarse wave err in opposite directions relative to the fine-grid value. The theorem treats single plane waves with the three-point stencil and linear interpolation; it contains no potential and makes no statement about the convergence of a multigrid cycle.

```lean
/-- For mode `m` on a ring of `2M` sites, with `0 < 2m < M` and nonzero spacing `h`, the fine-grid
kinetic energy lies strictly between that of the rediscretised coarse wave and that of the
interpolated one. -/
theorem kinetic_energy_bracket {M m : ℕ} (hm : 0 < m) (hmM : 2 * m < M) {h : ℝ}
    (hh : h ≠ 0) :
    rayleigh M (2 * h) (wave (2 * phase M m)) < rayleigh (2 * M) h (wave (phase M m)) ∧
    rayleigh (2 * M) h (wave (phase M m)) <
      rayleigh (2 * M) h (interpolate (wave (2 * phase M m))) := by
  have hM : 0 < M := by omega
  have hM' : (0 : ℝ) < M := by exact_mod_cast hM
  have hm' : (0 : ℝ) < m := by exact_mod_cast hm
  have hlt : (2 : ℝ) * m < M := by exact_mod_cast hmM
  have hpi := Real.pi_pos
  have t0 : 0 < phase M m := div_pos (mul_pos hpi hm') hM'
  have t1 : phase M m < Real.pi / 2 := by
    rw [phase, div_lt_div_iff₀ hM' two_pos]
    have := mul_lt_mul_of_pos_left hlt hpi
    linarith
  refine ⟨?_, (interpolate_above_iff hM hh t0 (by linarith)).2 t1⟩
  have hs : 0 < Real.sin (phase M m / 2) :=
    Real.sin_pos_of_pos_of_lt_pi (by linarith) (by linarith)
  have hR : 0 < rayleigh (2 * M) h (wave (phase M m)) := by
    rw [rayleigh_wave (by omega)]
    positivity
  have hg := (bracket_gaps hM h (phase M m)).2
  have := mul_pos hR (pow_pos hs 2)
  linarith

end

end MultigridKineticBracket
```

```lean
#print axioms MultigridKineticBracket.ring_periodic
#print axioms MultigridKineticBracket.kinetic_energy_bracket
```

```
'MultigridKineticBracket.ring_periodic' depends on axioms: [propext, Classical.choice, Quot.sound]
'MultigridKineticBracket.kinetic_energy_bracket' depends on axioms: [propext, Classical.choice, Quot.sound]
```
